# The large-U slope of the direct RPA correlation energy is −tr K/2 at fixed gaps and coupling

The transition energies and the coupling matrix are held fixed here while the interaction strength \(U\) grows. This suits a Hubbard model whose restricted mean-field density is uniform, since the mean field then shifts all levels equally and leaves the gaps alone. The coupling is assumed positive semidefinite. That stands for a repulsion between total densities: with real orbitals and an on-site interaction, the coupling is a Gram matrix of transition densities.

## From the trace of a square root to the slope

Let \(n\) be the number of particle-hole transitions, \(D\) the diagonal matrix of their energies \(d_i\ge 0\), and \(K\) a real positive semidefinite matrix, with spin factors absorbed into it. For \(U\ge 0\) define

\[
M(U)=D^{1/2}(D+2UK)D^{1/2},\qquad R(U)=M(U)^{1/2},
\]
\[
E_c(U)=\tfrac12\bigl(\operatorname{tr}R-\operatorname{tr}D-U\operatorname{tr}K\bigr).
\]

The eigenvalues of \(R\) are the RPA excitation energies. The matrix \(M\) is positive semidefinite because \(x^TMx=(D^{1/2}x)^T(D+2UK)(D^{1/2}x)\ge 0\), so the positive semidefinite root \(R\) exists. Cyclicity of the trace gives

\[
\operatorname{tr}R^2=\operatorname{tr}\bigl(D(D+2UK)\bigr)=\operatorname{tr}D^2+2U\operatorname{tr}(DK).
\]

By Cauchy-Schwarz on the diagonal, and then by adding the squares of the off-diagonal entries of the symmetric matrix \(R\),

\[
(\operatorname{tr}R)^2\le n\sum_i R_{ii}^2\le n\sum_{i,j}R_{ij}^2
= n\bigl(\operatorname{tr}D^2+2U\operatorname{tr}(DK)\bigr).
\]

Since \(\operatorname{tr}R\ge 0\), division by \(U>0\) gives

\[
0\le\frac{\operatorname{tr}R}{U}\le\sqrt{n\left(\frac{\operatorname{tr}D^2}{U^2}+\frac{2\operatorname{tr}(DK)}{U}\right)}\longrightarrow 0 .
\]

In \(E_c/U=\operatorname{tr}R/(2U)-\operatorname{tr}D/(2U)-\operatorname{tr}K/2\) only the last term survives, so \(E_c(U)/U\to-\operatorname{tr}K/2\). The slope is strictly negative unless \(K=0\).

It would be a mistake to subtract only \(\operatorname{tr}D\), forgetting that the diagonal of the RPA matrix \(A=D+UK\) also contains the interaction. The uniform model below shows the damage: what remains is non-negative and, for positive gap and coupling, grows as \(\sqrt U\).

## The sign, and a model that attains the trace bound

If every \(d_i>0\), set \(Y=D^{1/2}-RD^{-1/2}\). Expanding, and using \(D^{-1/2}R^2D^{-1/2}=D+2UK\),

\[
Y^TY=D-D^{1/2}RD^{-1/2}-D^{-1/2}RD^{1/2}+D+2UK,
\]
\[
0\le\operatorname{tr}(Y^TY)=2\operatorname{tr}D+2U\operatorname{tr}K-2\operatorname{tr}R=-4E_c .
\]

Hence \(E_c\le 0\).

Now take equal energies \(\delta\ge0\) and \(K=\kappa 1\) with \(\kappa\ge0\). Then \(M=(\delta^2+2U\delta\kappa)1\), and

\[
R=\sqrt{\delta^2+2U\delta\kappa}\;1,\qquad
E_c=\frac n2\left(\sqrt{\delta^2+2U\delta\kappa}-\delta-U\kappa\right).
\]

Both sides of the trace bound equal \(n^2(\delta^2+2U\delta\kappa)\).

## Matrices and energy in Lean

In the code `n` is the finite index type of the transitions, and their number is `Fintype.card n`.

```lean
import Mathlib

open Matrix Filter Topology
open scoped MatrixOrder

namespace DirectRPALargeU

noncomputable section

variable {n : Type*} [Fintype n] [DecidableEq n]
```

The function `d` lists the transition energies, `diagonal d` is \(D\), and `sqrtGap d` is \(D^{1/2}\).

```lean
/-- The square root of the diagonal matrix of transition energies. -/
def sqrtGap (d : n → ℝ) : Matrix n n ℝ := diagonal fun i => √(d i)
```

The factor 2 in \(M(U)\) is explicit, which fixes the normalisation of `K`.

```lean
/-- The direct-RPA matrix `D^(1/2) (D + 2 U K) D^(1/2)` at interaction strength `U`. -/
def rpaMatrix (d : n → ℝ) (K : Matrix n n ℝ) (U : ℝ) : Matrix n n ℝ :=
  sqrtGap d * (diagonal d + (2 * U) • K) * sqrtGap d
```

The root is constructed by functional calculus, so no matrix \(R\) enters as a hypothesis.

```lean
/-- The positive semidefinite square root of the direct-RPA matrix. -/
def rpaRoot (d : n → ℝ) (K : Matrix n n ℝ) (U : ℝ) : Matrix n n ℝ :=
  CFC.sqrt (rpaMatrix d K U)
```

The energy is then a real function of `U`.

```lean
/-- The direct-RPA correlation energy `(tr R - tr D - U tr K) / 2`. -/
def rpaCorrelation (d : n → ℝ) (K : Matrix n n ℝ) (U : ℝ) : ℝ :=
  (trace (rpaRoot d K U) - trace (diagonal d) - U * trace K) / 2
```

## The root and its trace

Positivity of the root comes directly from its construction.

```lean
/-- The matrix `R(U)` is positive semidefinite. -/
theorem rpaRoot_posSemidef (d : n → ℝ) (K : Matrix n n ℝ) (U : ℝ) :
    (rpaRoot d K U).PosSemidef :=
  Matrix.nonneg_iff_posSemidef.mp (CFC.sqrt_nonneg _)
```

That it squares to \(M(U)\) is proved under the physical hypotheses, which are sufficient but not necessary: non-negative energies, `K.PosSemidef` (which includes symmetry) and `0 ≤ U`. The step `hB` shows that \(D+2UK\) is positive semidefinite, and `hM` carries this over to \(M\).

```lean
/-- For a repulsive interaction, `R(U)` squares to the direct-RPA matrix. -/
theorem rpaRoot_mul_self {d : n → ℝ} {K : Matrix n n ℝ} {U : ℝ}
    (hd : ∀ i, 0 ≤ d i) (hK : K.PosSemidef) (hU : 0 ≤ U) :
    rpaRoot d K U * rpaRoot d K U = rpaMatrix d K U := by
  have hB : (diagonal d + (2 * U) • K).PosSemidef :=
    (Matrix.PosSemidef.diagonal (fun i => hd i)).add
      (hK.smul (by positivity : (0 : ℝ) ≤ 2 * U))
  have hs : (sqrtGap d)ᴴ = sqrtGap d := by
    simp [sqrtGap]
  have hM := hB.mul_mul_conjTranspose_same (sqrtGap d)
  rw [hs] at hM
  exact CFC.sqrt_mul_sqrt_self _ (Matrix.nonneg_iff_posSemidef.mpr hM)
```

In the trace bound, `htr` is the cyclicity computation, `h1` is Cauchy-Schwarz on the diagonal, and `h2` adds the off-diagonal squares.

```lean
/-- The squared sum of RPA excitation energies obeys
`(tr R)^2 ≤ n (tr D^2 + 2 U tr (D K))`. -/
theorem trace_rpaRoot_sq_le {d : n → ℝ} {K : Matrix n n ℝ} {U : ℝ}
    (hd : ∀ i, 0 ≤ d i) (hK : K.PosSemidef) (hU : 0 ≤ U) :
    trace (rpaRoot d K U) ^ 2 ≤ (Fintype.card n : ℝ) *
      (trace (diagonal d * diagonal d) + 2 * U * trace (diagonal d * K)) := by
  have hss : sqrtGap d * sqrtGap d = diagonal d := by
    simp only [sqrtGap, diagonal_mul_diagonal]
    congr 1
    funext i
    exact Real.mul_self_sqrt (hd i)
  -- The second moment of the excitation energies is linear in `U`.
  have htr : trace (rpaRoot d K U * rpaRoot d K U) =
      trace (diagonal d * diagonal d) + 2 * U * trace (diagonal d * K) := by
    rw [rpaRoot_mul_self hd hK hU, rpaMatrix, trace_mul_cycle, hss, mul_add,
      trace_add, Matrix.mul_smul, trace_smul, smul_eq_mul]
  rw [← htr]
  have hR := (rpaRoot_posSemidef d K U).isHermitian
  generalize rpaRoot d K U = R at hR ⊢
  -- Cauchy-Schwarz on the diagonal, then the off-diagonal squares are added.
  have h1 : (∑ i, R i i) ^ 2 ≤ (Fintype.card n : ℝ) * ∑ i, R i i ^ 2 := by
    have h := sq_sum_le_card_mul_sum_sq (s := (Finset.univ : Finset n)) (f := fun i => R i i)
    simpa only [Finset.card_univ] using h
  have h2 : ∑ i, R i i ^ 2 ≤ trace (R * R) := by
    simp only [trace, diag_apply, Matrix.mul_apply]
    refine Finset.sum_le_sum fun i _ => ?_
    have hsym : ∀ j, R i j * R j i = R i j ^ 2 := by
      intro j
      have h : R j i = R i j := by simpa using hR.apply i j
      rw [h, sq]
    simp only [hsym]
    exact Finset.single_le_sum (f := fun j => R i j ^ 2)
      (fun j _ => sq_nonneg _) (Finset.mem_univ i)
  exact h1.trans (mul_le_mul_of_nonneg_left h2 (Nat.cast_nonneg _))
```

## Enclosure and limit

Together, \(\operatorname{tr}R\ge0\) and the trace bound enclose \(E_c\) between a straight line and the same line plus a term that grows at most as \(\sqrt U\).

```lean
/-- The correlation energy lies on or above the line `-(tr D + U tr K) / 2`, by at most half the
square root of `n (tr D^2 + 2 U tr (D K))`. -/
theorem rpaCorrelation_bounds {d : n → ℝ} {K : Matrix n n ℝ} {U : ℝ}
    (hd : ∀ i, 0 ≤ d i) (hK : K.PosSemidef) (hU : 0 ≤ U) :
    -(trace (diagonal d) + U * trace K) / 2 ≤ rpaCorrelation d K U ∧
    rpaCorrelation d K U ≤ -(trace (diagonal d) + U * trace K) / 2 +
      √((Fintype.card n : ℝ) * (trace (diagonal d * diagonal d) +
        2 * U * trace (diagonal d * K))) / 2 := by
  have h0 := (rpaRoot_posSemidef d K U).trace_nonneg
  have h1 := (le_abs_self _).trans (Real.abs_le_sqrt (trace_rpaRoot_sq_le hd hK hU))
  unfold rpaCorrelation
  constructor <;> linarith
```

The limit theorem reads: for fixed non-negative energies and positive semidefinite coupling, \(E_c(U)/U\) tends to \(-\operatorname{tr}K/2\) as \(U\to+\infty\). For a Hubbard-type model with finitely many transitions and fixed gaps, this is the strong-coupling slope of the direct RPA correlation energy, to be set against the linear growth of the mean-field repulsion. It does not compare RPA with the exact energy, and it does not cover gaps that change with \(U\) or an infinite lattice.

In the proof, `hg` writes the upper bound as a continuous function of \(U^{-1}\) that vanishes at zero. The squeeze gives `hroot`, and `hlim` combines the three terms of \(E_c/U\).

```lean
/-- The direct-RPA correlation energy per unit interaction strength tends to
`-tr K / 2` as `U` grows. -/
theorem rpaCorrelation_div_tendsto {d : n → ℝ} {K : Matrix n n ℝ}
    (hd : ∀ i, 0 ≤ d i) (hK : K.PosSemidef) :
    Tendsto (fun U => rpaCorrelation d K U / U) atTop (𝓝 (-trace K / 2)) := by
  have hinv : Tendsto (fun U : ℝ => U⁻¹) atTop (𝓝 0) := tendsto_inv_atTop_zero
  -- The trace of the root grows at most as `√U`, so its share per `U` vanishes.
  have hroot : Tendsto (fun U => trace (rpaRoot d K U) / U) atTop (𝓝 0) := by
    have hb := fun (U : ℝ) (hU : 0 ≤ U) => trace_rpaRoot_sq_le hd hK hU
    generalize trace (diagonal d * diagonal d) = a at hb
    generalize trace (diagonal d * K) = b at hb
    generalize (Fintype.card n : ℝ) = N at hb
    have hc : Continuous (fun x : ℝ => √(N * (a * x ^ 2 + 2 * b * x))) := by fun_prop
    have hg : Tendsto (fun U : ℝ => √(N * (a * U⁻¹ ^ 2 + 2 * b * U⁻¹))) atTop (𝓝 0) := by
      have h := (hc.tendsto 0).comp hinv
      simpa [Function.comp_def] using h
    refine tendsto_of_tendsto_of_tendsto_of_le_of_le' tendsto_const_nhds hg ?_ ?_
    · filter_upwards [eventually_gt_atTop 0] with U hU
      exact div_nonneg (rpaRoot_posSemidef d K U).trace_nonneg hU.le
    · filter_upwards [eventually_gt_atTop 0] with U hU
      refine (le_abs_self _).trans (Real.abs_le_sqrt ?_)
      calc (trace (rpaRoot d K U) / U) ^ 2
          = trace (rpaRoot d K U) ^ 2 * U⁻¹ ^ 2 := by rw [div_eq_mul_inv, mul_pow]
        _ ≤ N * (a + 2 * U * b) * U⁻¹ ^ 2 :=
            mul_le_mul_of_nonneg_right (hb U hU.le) (sq_nonneg _)
        _ = N * (a * U⁻¹ ^ 2 + 2 * b * U⁻¹) := by field_simp
  have hlim := ((hroot.div_const 2).sub (hinv.const_mul (trace (diagonal d) / 2))).sub
    (tendsto_const_nhds (x := trace K / 2))
  have hval : (0 : ℝ) / 2 - trace (diagonal d) / 2 * 0 - trace K / 2 = -trace K / 2 := by
    ring
  rw [hval] at hlim
  refine hlim.congr' ?_
  filter_upwards [eventually_gt_atTop 0] with U hU
  have hU' : U ≠ 0 := hU.ne'
  unfold rpaCorrelation
  field_simp
```

## Non-positive correlation energy

Strict positivity of the energies enters here because the argument inverts \(D^{1/2}\). The matrix `S` is \(D^{-1/2}\), `hB` recovers \(D+2UK\) from \(R^2\), and `hexp` expands \(Y^TY\). After the traces are simplified, the inequality is linear.

```lean
/-- For positive transition energies and a repulsive interaction, the direct-RPA
correlation energy is never positive. -/
theorem rpaCorrelation_nonpos {d : n → ℝ} {K : Matrix n n ℝ} {U : ℝ}
    (hd : ∀ i, 0 < d i) (hK : K.PosSemidef) (hU : 0 ≤ U) :
    rpaCorrelation d K U ≤ 0 := by
  have hRR := rpaRoot_mul_self (fun i => (hd i).le) hK hU
  have hR : (rpaRoot d K U)ᴴ = rpaRoot d K U := (rpaRoot_posSemidef d K U).isHermitian
  unfold rpaCorrelation
  unfold rpaMatrix at hRR
  generalize rpaRoot d K U = R at hRR hR ⊢
  have hne : ∀ i, √(d i) ≠ 0 := fun i => (Real.sqrt_pos.mpr (hd i)).ne'
  obtain ⟨S, hS, hsS, hSs⟩ : ∃ S : Matrix n n ℝ,
      Sᴴ = S ∧ sqrtGap d * S = 1 ∧ S * sqrtGap d = 1 := by
    refine ⟨diagonal fun i => (√(d i))⁻¹, ?_, ?_, ?_⟩
    · simp
    · simp [sqrtGap, diagonal_mul_diagonal, hne]
    · simp [sqrtGap, diagonal_mul_diagonal, hne]
  have hs : (sqrtGap d)ᴴ = sqrtGap d := by simp [sqrtGap]
  have hss : sqrtGap d * sqrtGap d = diagonal d := by
    simp only [sqrtGap, diagonal_mul_diagonal]
    congr 1
    funext i
    exact Real.mul_self_sqrt (hd i).le
  generalize sqrtGap d = s at hRR hsS hSs hs hss
  have hB : S * (R * R) * S = diagonal d + (2 * U) • K := by
    rw [hRR]
    calc S * (s * (diagonal d + (2 * U) • K) * s) * S
        = (S * s) * (diagonal d + (2 * U) • K) * (s * S) := by simp only [mul_assoc]
      _ = diagonal d + (2 * U) • K := by rw [hSs, hsS, one_mul, mul_one]
  -- The trace of a square `Yᴴ Y` with `Y = D^(1/2) - R D^(-1/2)` is non-negative.
  have hpos := (posSemidef_conjTranspose_mul_self (s - R * S)).trace_nonneg
  have hexp : (s - R * S)ᴴ * (s - R * S) =
      s * s - s * R * S - S * R * s + S * (R * R) * S := by
    rw [conjTranspose_sub, conjTranspose_mul, hs, hS, hR]
    noncomm_ring
  rw [hexp, hB, hss, trace_add, trace_sub, trace_sub, trace_mul_cycle s R S,
    trace_mul_cycle S R s, hSs, hsS, one_mul, trace_add, trace_smul, smul_eq_mul] at hpos
  linarith
```

## The uniform model in closed form

Uniqueness of the positive semidefinite root reduces the first statement to checking that the proposed multiple of the identity is non-negative and has the right square.

```lean
/-- With equal transition energies `δ` and coupling `κ` times the identity,
`R(U)` is `√(δ^2 + 2 U δ κ)` times the identity. -/
theorem rpaRoot_uniform {δ κ U : ℝ} (hδ : 0 ≤ δ) (hκ : 0 ≤ κ) (hU : 0 ≤ U) :
    rpaRoot (fun _ : n => δ) (κ • 1) U =
      √(δ ^ 2 + 2 * U * δ * κ) • (1 : Matrix n n ℝ) := by
  have e1 := Real.mul_self_sqrt (by positivity : 0 ≤ δ ^ 2 + 2 * U * δ * κ)
  have e2 := Real.mul_self_sqrt hδ
  have h1 : sqrtGap (fun _ : n => δ) = √δ • (1 : Matrix n n ℝ) := by
    simp only [sqrtGap, smul_one_eq_diagonal]
  have h2 : diagonal (fun _ : n => δ) = δ • (1 : Matrix n n ℝ) := by
    simp only [smul_one_eq_diagonal]
  refine CFC.sqrt_unique ?_ (Matrix.nonneg_iff_posSemidef.mpr
    (Matrix.PosSemidef.one.smul (Real.sqrt_nonneg _)))
  rw [rpaMatrix, h1, h2]
  simp only [mul_smul_comm, mul_one, smul_smul, ← add_smul]
  congr 1
  linear_combination e1 - (δ + 2 * U * κ) * e2
```

The last theorem substitutes this root into the energy and into the trace bound, which becomes an equality for every number of transitions.

```lean
/-- The uniform model has a closed-form correlation energy, and it turns the bound on
`(tr R)^2` into an equality. -/
theorem uniform_model {δ κ U : ℝ} (hδ : 0 ≤ δ) (hκ : 0 ≤ κ) (hU : 0 ≤ U) :
    rpaCorrelation (fun _ : n => δ) (κ • 1) U =
      (Fintype.card n : ℝ) * (√(δ ^ 2 + 2 * U * δ * κ) - δ - U * κ) / 2 ∧
    trace (rpaRoot (fun _ : n => δ) (κ • 1) U) ^ 2 = (Fintype.card n : ℝ) *
      (trace (diagonal (fun _ : n => δ) * diagonal (fun _ : n => δ)) +
        2 * U * trace (diagonal (fun _ : n => δ) * (κ • (1 : Matrix n n ℝ)))) := by
  have e1 := Real.mul_self_sqrt (by positivity : 0 ≤ δ ^ 2 + 2 * U * δ * κ)
  have h2 : diagonal (fun _ : n => δ) = δ • (1 : Matrix n n ℝ) := by
    simp only [smul_one_eq_diagonal]
  rw [rpaCorrelation, rpaRoot_uniform hδ hκ hU, h2]
  simp only [smul_mul_assoc, one_mul, trace_smul, trace_one, smul_eq_mul]
  constructor
  · ring
  · linear_combination (Fintype.card n : ℝ) ^ 2 * e1

end

end DirectRPALargeU
```

```lean
#print axioms DirectRPALargeU.rpaCorrelation_bounds
-- 'DirectRPALargeU.rpaCorrelation_bounds' depends on axioms: [propext, Classical.choice, Quot.sound]
#print axioms DirectRPALargeU.rpaCorrelation_div_tendsto
-- 'DirectRPALargeU.rpaCorrelation_div_tendsto' depends on axioms: [propext, Classical.choice, Quot.sound]
#print axioms DirectRPALargeU.rpaCorrelation_nonpos
-- 'DirectRPALargeU.rpaCorrelation_nonpos' depends on axioms: [propext, Classical.choice, Quot.sound]
#print axioms DirectRPALargeU.uniform_model
-- 'DirectRPALargeU.uniform_model' depends on axioms: [propext, Classical.choice, Quot.sound]
```
